# Occupied–virtual relaxation never lowers the promotion number when the unrelaxed blocks are positive semidefinite

Suppose an excited-state code reports a promotion number of 1.00 from the unrelaxed difference density and 0.97 from the relaxed one. Without a bound relating the two, the drop could pass for a physical effect of orbital relaxation. If relaxation only adds an occupied–virtual block, such a drop is impossible in exact arithmetic, and the output points to an error.

## The bound and the balance behind it

Let $\Delta$ be the one-particle difference density matrix, excited state minus ground state, in an orthonormal basis of occupied orbitals $p$ and virtual orbitals $q$:

$$
\Delta=\begin{pmatrix}-D_0 & Z\\ Z^\dagger & A_0\end{pmatrix}.
$$

Here $D_0$ describes the electrons removed from the occupied space and $A_0$ those added to the virtual space, both before relaxation. Both are positive semidefinite: no orbital, in any basis of its space, has a negative removed or added population. The block $Z$ is the coupling introduced by relaxation.

The eigenvectors of $\Delta$ are the natural difference orbitals, with eigenvalues $\lambda_k$. The attachment density $\Delta^+$ keeps these orbitals with eigenvalues $\max(\lambda_k,0)$, and the detachment density $\Delta^-$ keeps them with $\max(-\lambda_k,0)$. The promotion number is $\nu=\operatorname{tr}\Delta^+$. It satisfies

$$
\nu\ge\operatorname{tr}A_0,\qquad \nu=\operatorname{tr}A_0\iff Z=0.
$$

The excess over $\operatorname{tr}A_0$ is given exactly by

$$
\nu=\operatorname{tr}A_0+\sum_p\Delta^+_{pp}+\sum_q\Delta^-_{qq}.
$$

Relaxation thus raises the promotion number by the attachment population in the occupied space plus the detachment population in the virtual space.

## Comparing relaxed and unrelaxed output

For configuration interaction singles with real amplitudes $X_{pq}$, the unrelaxed blocks are $D_0=XX^{T}$ and $A_0=X^{T}X$, both positive semidefinite. With normalised amplitudes $\operatorname{tr}A_0=1$, so a relaxed density that keeps these blocks and adds only $Z$ has a promotion number of at least one.

An attachment/detachment analysis can test this inequality after diagonalising $\Delta$, with $\operatorname{tr}A_0$ taken from the unrelaxed calculation. The trace of the virtual block of the diagonalised matrix itself would not do, because every Hermitian matrix passes that comparison. A violation larger than rounding error suggests that the virtual block has changed, that $\Delta$ was diagonalised in a basis that is not orthonormal, or that a general eigensolver was given a non-Hermitian matrix. The balance is a sharper test, because it compares two numbers that should agree. Neither test detects a wrong factor in $Z$, such as one introduced when the relaxation contribution is symmetrised, because both relations hold for every $Z$.

## Populations give the inequality

Let $U$ be the unitary matrix whose columns are the natural difference orbitals. For a real function $f$, define

$$
f(\Delta)_{ij}=\sum_k f(\lambda_k)\,U_{ik}U_{jk}^*,
$$

where $i$ and $j$ run over all orbitals, occupied and virtual. Since $\max(x,0)-\max(-x,0)=x$ for every real $x$, we have $\Delta^+-\Delta^-=\Delta$. The diagonal of the virtual block therefore gives

$$
\operatorname{tr}A_0=\sum_q\Delta^+_{qq}-\sum_q\Delta^-_{qq}.
$$

The promotion number is $\nu=\sum_p\Delta^+_{pp}+\sum_q\Delta^+_{qq}$. Eliminating $\sum_q\Delta^+_{qq}$ between the two equations yields the balance.

If $f\ge0$, each diagonal element is nonnegative:

$$
f(\Delta)_{ii}=\sum_k f(\lambda_k)|U_{ik}|^2\ge0.
$$

This applies to $\Delta^+$ and $\Delta^-$, so both extra terms in the balance are nonnegative and $\nu\ge\operatorname{tr}A_0$.

## Equality removes the coupling

Suppose $\nu=\operatorname{tr}A_0$. The two extra sums are nonnegative and add up to zero, so $\Delta^+_{pp}=0$ for every $p$ and $\Delta^-_{qq}=0$ for every $q$.

When $f\ge0$ and $f(\Delta)_{ii}=0$, every term $f(\lambda_k)|U_{ik}|^2$ is zero. For each $k$, either $f(\lambda_k)=0$ or $U_{ik}=0$, and in both cases the $k$-th term of $f(\Delta)_{ij}$ and of $f(\Delta)_{ji}$ vanishes. A zero population thus removes the whole row and column. Consequently $\Delta^+_{pq}=0$ and $\Delta^-_{pq}=0$, and

$$
Z_{pq}=\Delta^+_{pq}-\Delta^-_{pq}=0.
$$

## Uncoupled blocks attain the bound

For the converse, first let $\Delta=P-N$ be any decomposition with $P$ and $N$ positive semidefinite. In the natural difference orbitals,

$$
\lambda_k=(U^\dagger PU)_{kk}-(U^\dagger NU)_{kk}\le(U^\dagger PU)_{kk}.
$$

The right-hand side is also nonnegative, so $\max(\lambda_k,0)\le(U^\dagger PU)_{kk}$. By cyclicity of the trace and unitarity of $U$, $\nu=\sum_k\max(\lambda_k,0)$ and $\operatorname{tr}(U^\dagger PU)=\operatorname{tr}P$. Summing over $k$ gives $\nu\le\operatorname{tr}P$.

If $Z=0$, take

$$
P=\begin{pmatrix}0&0\\0&A_0\end{pmatrix},\qquad
N=\begin{pmatrix}D_0&0\\0&0\end{pmatrix}.
$$

Both are positive semidefinite, because their quadratic forms reduce to those of $A_0$ and $D_0$. Hence $\nu\le\operatorname{tr}A_0$, and with the earlier inequality $\nu=\operatorname{tr}A_0$.

## Lean source

```lean
import Mathlib

open Matrix
open scoped ComplexOrder

namespace DifferenceDensityPromotion

noncomputable section

variable {n o v : Type*} [Fintype n] [DecidableEq n] [Fintype o] [DecidableEq o]
  [Fintype v] [DecidableEq v] {Δ : Matrix n n ℂ}

/-- The natural difference orbitals: the unitary matrix whose columns are eigenvectors of the
difference density matrix. -/
def orbitals (h : Δ.IsHermitian) : Matrix n n ℂ := (h.eigenvectorUnitary : Matrix n n ℂ)

/-- The function `f` of a Hermitian matrix, formed by applying `f` to its eigenvalues. -/
def spectralFn (h : Δ.IsHermitian) (f : ℝ → ℝ) : Matrix n n ℂ :=
  orbitals h * diagonal (fun k => (f (h.eigenvalues k) : ℂ)) * (orbitals h)ᴴ

/-- The attachment density matrix: the positive part of the difference density matrix. -/
def attachment (h : Δ.IsHermitian) : Matrix n n ℂ := spectralFn h (fun x => max x 0)

/-- The detachment density matrix: the negative part of the difference density matrix, taken
with positive sign. -/
def detachment (h : Δ.IsHermitian) : Matrix n n ℂ := spectralFn h (fun x => max (-x) 0)

/-- The promotion number: the trace of the attachment density matrix. -/
def promotionNumber (h : Δ.IsHermitian) : ℝ := (attachment h).trace.re

/-- The relaxed difference density matrix in occupied and virtual blocks, with
occupied-virtual coupling `Z`. -/
def relaxedDifference (D0 : Matrix o o ℂ) (Z : Matrix o v ℂ) (A0 : Matrix v v ℂ) :
    Matrix (o ⊕ v) (o ⊕ v) ℂ := fromBlocks (-D0) Z Zᴴ A0

lemma orbitals_unitary (h : Δ.IsHermitian) : (orbitals h)ᴴ * orbitals h = 1 :=
  Matrix.mem_unitaryGroup_iff'.1 h.eigenvectorUnitary.2

lemma spectralFn_id (h : Δ.IsHermitian) : spectralFn h (fun x => x) = Δ := by
  have e := h.spectral_theorem
  rw [Unitary.conjStarAlgAut_apply] at e
  exact e.symm

lemma spectralFn_apply (h : Δ.IsHermitian) (f : ℝ → ℝ) (i j : n) :
    spectralFn h f i j =
      ∑ k, (f (h.eigenvalues k) : ℂ) * (orbitals h i k * star (orbitals h j k)) := by
  unfold spectralFn
  rw [Matrix.mul_apply]
  refine Finset.sum_congr rfl fun k _ => ?_
  rw [Matrix.mul_diagonal, Matrix.conjTranspose_apply]
  ring

lemma spectralFn_diag (h : Δ.IsHermitian) (f : ℝ → ℝ) (i : n) :
    (spectralFn h f i i).re =
      ∑ k, f (h.eigenvalues k) * Complex.normSq (orbitals h i k) := by
  rw [spectralFn_apply, Complex.re_sum]
  refine Finset.sum_congr rfl fun k _ => ?_
  rw [Complex.star_def, Complex.mul_conj, ← Complex.ofReal_mul, Complex.ofReal_re]

lemma spectralFn_diag_nonneg (h : Δ.IsHermitian) {f : ℝ → ℝ} (hf : ∀ x, 0 ≤ f x) (i : n) :
    0 ≤ (spectralFn h f i i).re := by
  rw [spectralFn_diag]
  exact Finset.sum_nonneg fun k _ => mul_nonneg (hf _) (Complex.normSq_nonneg _)

/-- If a nonnegative function of the difference density has zero population in a basis orbital,
all its matrix elements with that orbital vanish. -/
theorem coupling_zero_of_population_zero (h : Δ.IsHermitian) {f : ℝ → ℝ} (hf : ∀ x, 0 ≤ f x)
    {i : n} (h0 : (spectralFn h f i i).re = 0) (j : n) :
    spectralFn h f i j = 0 ∧ spectralFn h f j i = 0 := by
  rw [spectralFn_diag] at h0
  have hk : ∀ k, f (h.eigenvalues k) * Complex.normSq (orbitals h i k) = 0 := fun k =>
    (Finset.sum_eq_zero_iff_of_nonneg
      (fun k _ => mul_nonneg (hf _) (Complex.normSq_nonneg _))).1 h0 k (Finset.mem_univ k)
  constructor
  all_goals
    rw [spectralFn_apply]
    refine Finset.sum_eq_zero fun k _ => ?_
    rcases mul_eq_zero.1 (hk k) with h1 | h1
    · rw [h1]; simp
    · rw [Complex.normSq_eq_zero.1 h1]; simp

/-- The difference density matrix is the attachment minus the detachment density matrix. -/
theorem attachment_sub_detachment (h : Δ.IsHermitian) : attachment h - detachment h = Δ := by
  refine Eq.trans ?_ (spectralFn_id h)
  ext i j
  rw [Matrix.sub_apply, attachment, detachment, spectralFn_apply, spectralFn_apply,
    spectralFn_apply, ← Finset.sum_sub_distrib]
  refine Finset.sum_congr rfl fun k _ => ?_
  have hx : ∀ x : ℝ, max x 0 - max (-x) 0 = x := by
    intro x
    rcases le_total x 0 with hx | hx
    · rw [max_eq_right hx, max_eq_left (by linarith)]; ring
    · rw [max_eq_left hx, max_eq_right (by linarith)]; ring
  rw [← sub_mul, ← Complex.ofReal_sub, hx]

/-- The promotion number is the sum of the positive eigenvalues of the difference density. -/
theorem promotionNumber_eq_sum (h : Δ.IsHermitian) :
    promotionNumber h = ∑ k, max (h.eigenvalues k) 0 := by
  unfold promotionNumber attachment spectralFn
  rw [Matrix.trace_mul_comm, ← Matrix.mul_assoc, orbitals_unitary, Matrix.one_mul,
    Matrix.trace_diagonal, Complex.re_sum]
  exact Finset.sum_congr rfl fun k _ => Complex.ofReal_re _

/-- Whenever the difference density is written as `P - N` with `P` and `N` positive
semidefinite, the promotion number is at most the trace of `P`. -/
theorem promotionNumber_le_trace (h : Δ.IsHermitian) {P N : Matrix n n ℂ}
    (hP : P.PosSemidef) (hN : N.PosSemidef) (hPN : Δ = P - N) :
    promotionNumber h ≤ P.trace.re := by
  have hU := orbitals_unitary h
  -- in the natural difference orbitals the difference density is diagonal
  have hd : (orbitals h)ᴴ * Δ * orbitals h =
      diagonal (fun k => (h.eigenvalues k : ℂ)) := by
    refine (congrArg (fun M => (orbitals h)ᴴ * M * orbitals h) (spectralFn_id h).symm).trans ?_
    change (orbitals h)ᴴ * (orbitals h * diagonal (fun k => (h.eigenvalues k : ℂ)) *
      (orbitals h)ᴴ) * orbitals h = _
    rw [Matrix.mul_assoc, Matrix.mul_assoc (orbitals h * _), hU, Matrix.mul_one,
      ← Matrix.mul_assoc, hU, Matrix.one_mul]
  have e2 : (orbitals h)ᴴ * Δ * orbitals h =
      (orbitals h)ᴴ * P * orbitals h - (orbitals h)ᴴ * N * orbitals h :=
    (congrArg (fun M => (orbitals h)ᴴ * M * orbitals h) hPN).trans
      (by simp only [Matrix.mul_sub, Matrix.sub_mul])
  have ht : ((orbitals h)ᴴ * P * orbitals h).trace = P.trace := by
    rw [Matrix.trace_mul_comm, ← Matrix.mul_assoc, mul_eq_one_comm.1 hU, Matrix.one_mul]
  rw [promotionNumber_eq_sum, ← ht, Matrix.trace, Complex.re_sum]
  refine Finset.sum_le_sum fun k _ => ?_
  have hk := congrArg (fun M : Matrix n n ℂ => (M k k).re) (hd.symm.trans e2)
  simp only [Matrix.diagonal_apply_eq, Matrix.sub_apply, Complex.sub_re,
    Complex.ofReal_re] at hk
  have p1 := (Complex.le_def.1 ((hP.conjTranspose_mul_mul_same (orbitals h)).diag_nonneg
    (i := k))).1
  have p2 := (Complex.le_def.1 ((hN.conjTranspose_mul_mul_same (orbitals h)).diag_nonneg
    (i := k))).1
  rw [Complex.zero_re] at p1 p2
  rw [Matrix.diag_apply]
  exact max_le (by linarith) p1

omit [Fintype o] [DecidableEq o] [Fintype v] [DecidableEq v] in
lemma relaxedDifference_isHermitian {D0 : Matrix o o ℂ} {A0 : Matrix v v ℂ}
    (hD : D0.IsHermitian) (hA : A0.IsHermitian) (Z : Matrix o v ℂ) :
    (relaxedDifference D0 Z A0).IsHermitian :=
  Matrix.IsHermitian.fromBlocks hD.neg rfl hA

/-- The promotion number equals the trace of `A0` plus the attachment population of the occupied
space plus the detachment population of the virtual space. -/
theorem promotion_balance {D0 : Matrix o o ℂ} {Z : Matrix o v ℂ} {A0 : Matrix v v ℂ}
    (h : (relaxedDifference D0 Z A0).IsHermitian) :
    promotionNumber h = A0.trace.re + ∑ p : o, (attachment h (Sum.inl p) (Sum.inl p)).re
      + ∑ q : v, (detachment h (Sum.inr q) (Sum.inr q)).re := by
  have hq : ∀ q : v, (A0 q q).re = (attachment h (Sum.inr q) (Sum.inr q)).re
      - (detachment h (Sum.inr q) (Sum.inr q)).re := fun q =>
    (congrArg (fun M : Matrix (o ⊕ v) (o ⊕ v) ℂ => (M (Sum.inr q) (Sum.inr q)).re)
      (attachment_sub_detachment h)).symm
  have hA : A0.trace.re = ∑ q : v, (attachment h (Sum.inr q) (Sum.inr q)).re
      - ∑ q : v, (detachment h (Sum.inr q) (Sum.inr q)).re := by
    rw [Matrix.trace, Complex.re_sum, ← Finset.sum_sub_distrib]
    exact Finset.sum_congr rfl fun q _ => hq q
  rw [hA, promotionNumber, Matrix.trace, Complex.re_sum, Fintype.sum_sum_type]
  simp only [Matrix.diag_apply]
  ring

/-- For positive semidefinite `D0` and `A0`, the promotion number of the difference density with
blocks `-D0`, `Z`, `Zᴴ`, `A0` is at least the trace of `A0`, with equality if and only if the
occupied-virtual coupling `Z` vanishes. -/
theorem relaxation_never_lowers_promotion {D0 : Matrix o o ℂ} {A0 : Matrix v v ℂ}
    (hD : D0.PosSemidef) (hA : A0.PosSemidef) (Z : Matrix o v ℂ) :
    A0.trace.re ≤ promotionNumber
        (relaxedDifference_isHermitian hD.isHermitian hA.isHermitian Z) ∧
      (promotionNumber (relaxedDifference_isHermitian hD.isHermitian hA.isHermitian Z)
        = A0.trace.re ↔ Z = 0) := by
  have h := relaxedDifference_isHermitian hD.isHermitian hA.isHermitian Z
  change A0.trace.re ≤ promotionNumber h ∧ (promotionNumber h = A0.trace.re ↔ Z = 0)
  have hb := promotion_balance h
  have f1 : ∀ x : ℝ, 0 ≤ max x 0 := fun x => le_max_right _ _
  have f2 : ∀ x : ℝ, 0 ≤ max (-x) 0 := fun x => le_max_right _ _
  have a1 : ∀ p : o, 0 ≤ (attachment h (Sum.inl p) (Sum.inl p)).re :=
    fun p => spectralFn_diag_nonneg h f1 _
  have a2 : ∀ q : v, 0 ≤ (detachment h (Sum.inr q) (Sum.inr q)).re :=
    fun q => spectralFn_diag_nonneg h f2 _
  have s1 := Finset.sum_nonneg fun p (_ : p ∈ Finset.univ) => a1 p
  have s2 := Finset.sum_nonneg fun q (_ : q ∈ Finset.univ) => a2 q
  have hle : A0.trace.re ≤ promotionNumber h := by linarith
  refine ⟨hle, fun he => ?_, fun hZ => le_antisymm ?_ hle⟩
  · -- both extra populations vanish, and with them the coupling block
    ext p q
    have z1 := (Finset.sum_eq_zero_iff_of_nonneg fun p _ => a1 p).1
      (by linarith) p (Finset.mem_univ p)
    have z2 := (Finset.sum_eq_zero_iff_of_nonneg fun q _ => a2 q).1
      (by linarith) q (Finset.mem_univ q)
    have c1 : attachment h (Sum.inl p) (Sum.inr q) = 0 :=
      (coupling_zero_of_population_zero h f1 z1 _).1
    have c2 : detachment h (Sum.inl p) (Sum.inr q) = 0 :=
      (coupling_zero_of_population_zero h f2 z2 _).2
    have e : attachment h (Sum.inl p) (Sum.inr q) - detachment h (Sum.inl p) (Sum.inr q)
        = Z p q :=
      congrArg (fun M : Matrix (o ⊕ v) (o ⊕ v) ℂ => M (Sum.inl p) (Sum.inr q))
        (attachment_sub_detachment h)
    rw [← e, c1, c2, sub_zero, Matrix.zero_apply]
  · -- without coupling, the blocks themselves are a decomposition into positive parts
    have hP : (fromBlocks (0 : Matrix o o ℂ) 0 0 A0).PosSemidef := by
      refine PosSemidef.of_dotProduct_mulVec_nonneg
        (Matrix.IsHermitian.fromBlocks Matrix.isHermitian_zero (by simp) hA.isHermitian)
        fun x => ?_
      have := hA.dotProduct_mulVec_nonneg (fun q => x (Sum.inr q))
      simpa [dotProduct, Matrix.mulVec, Fintype.sum_sum_type] using this
    have hN : (fromBlocks D0 0 0 (0 : Matrix v v ℂ)).PosSemidef := by
      refine PosSemidef.of_dotProduct_mulVec_nonneg
        (Matrix.IsHermitian.fromBlocks hD.isHermitian (by simp) Matrix.isHermitian_zero)
        fun x => ?_
      have := hD.dotProduct_mulVec_nonneg (fun p => x (Sum.inl p))
      simpa [dotProduct, Matrix.mulVec, Fintype.sum_sum_type] using this
    have ht := promotionNumber_le_trace h hP hN (by
      rw [hZ]
      ext i j
      rcases i with i | i <;> rcases j with j | j <;> simp [relaxedDifference])
    simpa [Matrix.trace, Fintype.sum_sum_type] using ht

end

end DifferenceDensityPromotion
```

```lean
#print axioms DifferenceDensityPromotion.relaxation_never_lowers_promotion
```

```
'DifferenceDensityPromotion.relaxation_never_lowers_promotion' depends on axioms: [propext, Classical.choice, Quot.sound]
```

## Matrices and hypotheses in the theorem

The theorem `relaxation_never_lowers_promotion` says that, for positive semidefinite complex matrices `D0` and `A0` and any complex matrix `Z` of matching shape, the trace of `A0` is at most the promotion number, with equality exactly when `Z = 0`.

The finite types `o` and `v` label the occupied and virtual orbitals, and `o ⊕ v` labels the full basis, with `Sum.inl p` occupied and `Sum.inr q` virtual. Either set may be empty. `relaxedDifference` assembles $\Delta$, including the minus sign on `D0`. The hypotheses `hD` and `hA` state positive semidefiniteness, which includes Hermiticity. The definitions `orbitals`, `attachment` and `detachment` correspond to $U$, $\Delta^+$ and $\Delta^-$. `promotionNumber` is the real part of a complex trace, so that it can be compared as a real number; the trace of a Hermitian matrix is real anyway.

`promotion_balance` needs only a Hermitian $\Delta$. Semidefiniteness of the blocks enters through the converse: with an indefinite block, the promotion number can exceed $\operatorname{tr}A_0$ even at $Z=0$.

## How the lemmas follow the derivation

`spectralFn_apply` is the eigenvector sum for $f(\Delta)_{ij}$, and `spectralFn_diag` is its diagonal case. `attachment_sub_detachment` compares the sums term by term and splits on the sign of the eigenvalue. `coupling_zero_of_population_zero` uses the fact that a vanishing sum of nonnegative terms has only zero terms, then treats the two possible zero factors separately.

`promotionNumber_eq_sum` turns the trace into the sum of positive eigenvalues. `promotionNumber_le_trace` transforms $P-N$ to the natural difference orbitals and compares diagonal elements; its last step, `max_le`, combines the two bounds on $(U^\dagger PU)_{kk}$.

In the main theorem, `linarith` obtains the inequality from the balance and the nonnegative populations. The forward direction of the equivalence recovers each `Z p q` from vanishing attachment and detachment elements. The reverse direction supplies the two block matrices $P$ and $N$ and applies the trace bound.

## What a passing check leaves open

The result concerns exact matrices in a finite orthonormal basis. It gives no tolerance for floating-point arithmetic, and it does not verify the eigensolver or the code that builds the blocks. Because the inequality holds for every `Z`, satisfying it says nothing about whether the response equations were solved correctly.

Relaxation here means adding `Z` while `D0` and `A0` stay fixed; the block form is assumed, not derived from an electronic-structure method. If a method also changes the diagonal blocks, the bound refers to the trace of the new virtual block, which may be smaller than the unrelaxed one. The positivity of both blocks must then be established separately before the equality criterion is used.
